# Every Finite Group of Invertible Real Matrices Preserves a Positive Definite Metric

Let Γ be a finite group of invertible real n × n matrices. Summing RᵀR over all R in Γ gives a symmetric, positive definite metric that every operation in Γ leaves unchanged. This metric belongs to an actual set of basis vectors, and in Cartesian coordinates every operation of Γ is then orthogonal.

In crystallography, the matrices are the point parts of space-group operations, written in lattice coordinates. An electronic-structure code that uses such operations to reduce its k-points needs a cell whose lengths and angles they respect. For a finite point group the result supplies one such cell shape, with translations and atomic positions left out of the model.

## Metrics and operations in lattice coordinates

A vector with lattice coordinates x is the combination of the basis vectors with coefficients xᵢ. The metric G of a basis holds the scalar products of the basis vectors, so the squared length of the vector is x · Gx. An operation S sends x to Sx, with coordinates written as columns.

In Lean, `n` is a finite index type, so the dimension is finite but otherwise free. The product `⬝ᵥ` is the ordinary dot product and `*ᵥ` applies a matrix to a vector.

```lean
import Mathlib

open Matrix

namespace LatticeCompatibility

variable {n : Type*} [Fintype n] [DecidableEq n]
```

The group is a `Subgroup` of `GeneralLinearGroup n ℝ`, and `[Fintype Γ]` says that it is finite. An element R of Γ carries a proof of membership and an inverse along with its matrix; `R.1.val` extracts the matrix. The metric to be studied is

G0 = ∑ RᵀR, summed over all R in Γ.

Its entries are pure numbers. A physical cell also needs a length scale, which multiplies the metric by a positive constant and affects none of its symmetry.

```lean
/-- The group-summed metric `G0 = ∑ Rᵀ R` of a finite group of invertible real matrices. -/
def groupMetric (Γ : Subgroup (GeneralLinearGroup n ℝ)) [Fintype Γ] : Matrix n n ℝ :=
  ∑ R : Γ, (R.1.val)ᵀ * R.1.val
```

## (a) Squared length as a sum over images

**Task.** Express the squared length of x in the metric G0 through the Euclidean lengths of the images of x. Show that

x · G0x = ∑ (Rx) · (Rx), summed over all R in Γ.

**Solution.** The expression x · Ax is additive in A, so the sum over the group can be taken outside:

x · G0x = ∑ x · (RᵀRx).

In each term the transpose moves to the left factor:

x · Rᵀ(Rx) = (Rx) · (Rx).

In the Lean proof, `f` is the additive map A ↦ x · Ax, and `map_sum` takes it through the sum. The last rewrite moves the transpose.

```lean
/-- The squared length of `x` in the group-summed metric is the sum of the squared Euclidean
lengths of all its images `R x` under the group. -/
theorem groupMetric_sq_length (Γ : Subgroup (GeneralLinearGroup n ℝ)) [Fintype Γ]
    (x : n → ℝ) :
    x ⬝ᵥ groupMetric Γ *ᵥ x = ∑ R : Γ, (R.1.val *ᵥ x) ⬝ᵥ (R.1.val *ᵥ x) := by
  -- the squared length is additive in the metric
  let f : Matrix n n ℝ →+ ℝ := AddMonoidHom.mk' (fun A => x ⬝ᵥ A *ᵥ x)
    (fun A B => by simp only [Matrix.add_mulVec, dotProduct_add])
  refine (map_sum f _ _).trans (Finset.sum_congr rfl fun R _ => ?_)
  change x ⬝ᵥ ((R.1.val)ᵀ * R.1.val) *ᵥ x = _
  rw [← Matrix.mulVec_mulVec, Matrix.dotProduct_mulVec, Matrix.vecMul_transpose]
```

## (b) Positive lengths

**Task.** Show that G0 gives every nonzero vector a positive squared length:

x · G0x > 0 for every x ≠ 0.

**Solution.** By (a), the left side is a sum of terms (Rx) · (Rx). Each is a sum of squares and therefore at least zero. The group contains the identity, whose term is x · x. For x ≠ 0 at least one component is nonzero, so this term is strictly positive, and so is the whole sum.

The Lean proof has the same two ingredients: `hnn` says that no term is negative, and `Finset.sum_pos'` needs just one positive term, for which the identity `1` is supplied.

```lean
/-- Every nonzero vector has a strictly positive squared length in the group-summed metric. -/
theorem groupMetric_pos (Γ : Subgroup (GeneralLinearGroup n ℝ)) [Fintype Γ]
    (x : n → ℝ) (hx : x ≠ 0) : 0 < x ⬝ᵥ groupMetric Γ *ᵥ x := by
  have hnn : ∀ y : n → ℝ, 0 ≤ y ⬝ᵥ y := fun y =>
    Finset.sum_nonneg fun i _ => mul_self_nonneg (y i)
  rw [groupMetric_sq_length]
  -- the identity operation already contributes the squared Euclidean length of `x`
  refine Finset.sum_pos' (fun R _ => hnn _) ⟨1, Finset.mem_univ _, ?_⟩
  have h1 : (1 : Γ).1.val *ᵥ x = x := by simp
  rw [h1]
  exact lt_of_le_of_ne (hnn x) fun h => hx (dotProduct_self_eq_zero.mp h.symm)
```

## (c) Invariance under the group

**Task.** Show that lengths and angles measured with G0 do not change under any operation S in Γ:

SᵀG0S = G0.

**Solution.** Take S inside the sum:

SᵀG0S = ∑ SᵀRᵀRS = ∑ (RS)ᵀ(RS).

As R runs through Γ, the product RS also runs through Γ, hitting each element exactly once, because R′ ↦ R′S⁻¹ undoes the map. The right side is therefore the original sum in another order, which is G0.

The hypothesis `hS` places S in the group. This is what allows `Equiv.mulRight` to treat right multiplication by S as a permutation of Γ, and `Fintype.sum_equiv` then compares the two sums term by term.

```lean
/-- The group-summed metric is unchanged by every operation `S` of the group. -/
theorem groupMetric_invariant (Γ : Subgroup (GeneralLinearGroup n ℝ)) [Fintype Γ]
    (S : GeneralLinearGroup n ℝ) (hS : S ∈ Γ) :
    (S.val)ᵀ * groupMetric Γ * S.val = groupMetric Γ := by
  rw [groupMetric, Finset.mul_sum, Finset.sum_mul]
  -- right multiplication by `S` only permutes the terms
  refine Fintype.sum_equiv (Equiv.mulRight (⟨S, hS⟩ : Γ)) _ _ fun R => ?_
  change (S.val)ᵀ * ((R.1.val)ᵀ * R.1.val) * S.val
    = (R.1.val * S.val)ᵀ * (R.1.val * S.val)
  rw [Matrix.transpose_mul]
  simp only [Matrix.mul_assoc]
```

## (d) A compatible metric

**Task.** Show that G0 is also symmetric,

G0ᵀ = G0,

and collect the three properties that make it a metric compatible with Γ.

**Solution.** Every term is symmetric, since

(RᵀR)ᵀ = Rᵀ(Rᵀ)ᵀ = RᵀR,

and a sum of symmetric matrices is symmetric. Parts (b) and (c) provide positivity and invariance.

The theorem states the three properties as one conjunction. It exhibits a compatible metric and makes no claim that a cell chosen beforehand has one.

```lean
/-- For a finite group of invertible real matrices, `G0 = ∑ Rᵀ R` is symmetric, positive
definite and satisfies `Sᵀ G0 S = G0` for every `S` in the group. -/
theorem compatible_metric (Γ : Subgroup (GeneralLinearGroup n ℝ)) [Fintype Γ] :
    (groupMetric Γ)ᵀ = groupMetric Γ ∧
    (∀ x : n → ℝ, x ≠ 0 → 0 < x ⬝ᵥ groupMetric Γ *ᵥ x) ∧
    ∀ S ∈ Γ, (S.val)ᵀ * groupMetric Γ * S.val = groupMetric Γ := by
  refine ⟨?_, groupMetric_pos Γ, groupMetric_invariant Γ⟩
  simp [groupMetric, Matrix.transpose_sum, Matrix.transpose_mul]
```

## (e) From a metric to basis vectors

**Task.** Let A be any symmetric matrix with x · Ax > 0 for all x ≠ 0. Find an invertible matrix B whose columns are basis vectors with metric A:

BᵀB = A.

**Solution.** A real symmetric matrix has an orthonormal eigenbasis:

Avⱼ = lⱼvⱼ, with vᵢ · vⱼ = 1 for i = j and 0 otherwise.

Each eigenvalue is positive, because

lⱼ = vⱼ · Avⱼ > 0.

Put sⱼ = √lⱼ. Let P be the matrix with rows vⱼ, and let L and D be the diagonal matrices with entries lⱼ and sⱼ. Orthonormality says PPᵀ = 1, and for square matrices this implies PᵀP = 1. The eigenvalue equations, read column by column, are

APᵀ = PᵀL.

Multiplying on the right by P gives A = PᵀLP. Now choose B = DP. Then

BᵀB = PᵀD²P = PᵀLP = A.

B is invertible, with inverse PᵀD⁻¹, since no sⱼ vanishes.

In Lean, `hsym` and `hpos` are the two hypotheses on A. Over the real numbers symmetric and Hermitian mean the same, which gives access to `eigenvectorBasis`. The facts `hl`, `hP` and `hAP` are the positive eigenvalues, PPᵀ = 1 and APᵀ = PᵀL. The inverse is checked in `hBC`, and the final `calc` is the computation of BᵀB.

Without positivity the claim fails already for 1 × 1 matrices: A = −1 would require a real number b with b² = −1.

```lean
/-- Every symmetric positive definite metric `A` is the Gram matrix `Bᵀ B` of a lattice basis,
the columns of an invertible matrix `B`. -/
theorem exists_basis_of_metric (A : Matrix n n ℝ) (hsym : Aᵀ = A)
    (hpos : ∀ x : n → ℝ, x ≠ 0 → 0 < x ⬝ᵥ A *ᵥ x) :
    ∃ B : GeneralLinearGroup n ℝ, (B.val)ᵀ * B.val = A := by
  have hA : A.IsHermitian := by
    rw [Matrix.IsHermitian, Matrix.conjTranspose_eq_transpose_of_trivial]
    exact hsym
  -- orthonormal principal axes of the metric
  obtain ⟨v, l, horth, heig⟩ : ∃ (v : n → n → ℝ) (l : n → ℝ),
      (∀ i j, v i ⬝ᵥ v j = if i = j then 1 else 0) ∧ ∀ j, A *ᵥ v j = l j • v j := by
    refine ⟨fun j => (hA.eigenvectorBasis j).ofLp, hA.eigenvalues, fun i j => ?_,
      fun j => hA.mulVec_eigenvectorBasis j⟩
    have h := orthonormal_iff_ite.mp hA.eigenvectorBasis.orthonormal i j
    rw [← h]
    simp [PiLp.inner_apply, dotProduct, mul_comm]
  have hl : ∀ j, 0 < l j := fun j => by
    have hv : v j ≠ 0 := fun h => by
      have h1 := horth j j
      simp [h] at h1
    have h2 := hpos (v j) hv
    rw [heig, dotProduct_smul, horth] at h2
    simpa using h2
  obtain ⟨s, hs0, hss⟩ : ∃ s : n → ℝ, (∀ j, s j ≠ 0) ∧ ∀ j, s j * s j = l j :=
    ⟨fun j => Real.sqrt (l j), fun j => (Real.sqrt_pos.mpr (hl j)).ne',
      fun j => Real.mul_self_sqrt (hl j).le⟩
  let P : Matrix n n ℝ := Matrix.of v
  have hP : P * Pᵀ = 1 := by
    ext i j
    rw [Matrix.one_apply, ← horth i j]
    rfl
  have hP' : Pᵀ * P = 1 := mul_eq_one_comm.mp hP
  have hAP : A * Pᵀ = Pᵀ * diagonal l := by
    ext i j
    rw [Matrix.mul_diagonal]
    change (A *ᵥ v j) i = v j i * l j
    rw [heig, Pi.smul_apply, smul_eq_mul, mul_comm]
  -- scale the principal axes by the square roots of the eigenvalues
  have hBC : (diagonal s * P) * (Pᵀ * diagonal (fun j => (s j)⁻¹)) = 1 := by
    calc _ = diagonal s * (P * Pᵀ) * diagonal (fun j => (s j)⁻¹) := by
          simp only [Matrix.mul_assoc]
      _ = 1 := by
          rw [hP, Matrix.mul_one, Matrix.diagonal_mul_diagonal]
          simp [hs0]
  refine ⟨⟨diagonal s * P, _, hBC, mul_eq_one_comm.mp hBC⟩, ?_⟩
  calc (diagonal s * P)ᵀ * (diagonal s * P)
      = Pᵀ * (diagonal s * diagonal s) * P := by
        rw [Matrix.transpose_mul, Matrix.diagonal_transpose]
        simp only [Matrix.mul_assoc]
    _ = Pᵀ * diagonal l * P := by
        rw [Matrix.diagonal_mul_diagonal]
        simp only [hss]
    _ = A := by rw [← hAP, Matrix.mul_assoc, hP', Matrix.mul_one]
```

## (f) Orthogonal operations in Cartesian coordinates

**Task.** Show that there is a basis B with metric G0 in which every S in Γ becomes a Cartesian rotation, reflection or other orthogonal map:

(BSB⁻¹)ᵀ(BSB⁻¹) = 1.

**Solution.** By (d), G0 satisfies the hypotheses of (e), so there is an invertible B with BᵀB = G0. Lattice coordinates x correspond to the Cartesian vector r = Bx. The operation x ↦ Sx therefore acts on r as BSB⁻¹. Using (c) in the middle step,

(BSB⁻¹)ᵀ(BSB⁻¹) = (B⁻¹)ᵀ(SᵀBᵀBS)B⁻¹
= (B⁻¹)ᵀ(BᵀB)B⁻¹
= (BB⁻¹)ᵀ(BB⁻¹) = 1.

The same B serves all operations, as the order of the quantifiers in the Lean statement shows: `∃ B` comes before `∀ S ∈ Γ`. In the proof, `hi` is the invariance with G0 replaced by BᵀB, and the `calc` block follows the lines above.

The matrices in Γ have real entries, and the theorem concerns lengths and angles only. For the operations also to map the lattice points, the integer combinations of the columns of B, onto themselves, the entries must be integers, as they are for a crystal's point operations in a primitive basis.

```lean
/-- For a finite group of invertible real matrices there is a lattice basis `B` with Gram matrix
`G0` in which every operation, written in Cartesian coordinates as `B S B⁻¹`, is orthogonal. -/
theorem compatible_lattice (Γ : Subgroup (GeneralLinearGroup n ℝ)) [Fintype Γ] :
    ∃ B : GeneralLinearGroup n ℝ, (B.val)ᵀ * B.val = groupMetric Γ ∧
      ∀ S ∈ Γ, ((B * S * B⁻¹).val)ᵀ * (B * S * B⁻¹).val = 1 := by
  obtain ⟨hsym, hpos, hinv⟩ := compatible_metric Γ
  obtain ⟨B, hB⟩ := exists_basis_of_metric _ hsym hpos
  refine ⟨B, hB, fun S hS => ?_⟩
  have hc : B.val * (B⁻¹).val = 1 := B.mul_inv
  have hi := hinv S hS
  rw [← hB] at hi
  change (B.val * S.val * (B⁻¹).val)ᵀ * (B.val * S.val * (B⁻¹).val) = 1
  calc _ = ((B⁻¹).val)ᵀ * ((S.val)ᵀ * ((B.val)ᵀ * B.val) * S.val) * (B⁻¹).val := by
        simp only [Matrix.transpose_mul, Matrix.mul_assoc]
    _ = (B.val * (B⁻¹).val)ᵀ * (B.val * (B⁻¹).val) := by
        rw [hi]
        simp only [Matrix.transpose_mul, Matrix.mul_assoc]
    _ = 1 := by rw [hc, Matrix.transpose_one, Matrix.mul_one]
```

## (g) The threefold rotation fixes the planar cell shape

**Task.** In the plane, let the operation R send the basis vector a to b, and b to −a − b. Show that a symmetric matrix A with RᵀAR = A has only one free number:

A = A₀₀ H, where H has rows (1, −1/2) and (−1/2, 1).

**Solution.** Indices start at 0, as in Lean, so A₀₀ belongs to a and A₁₁ to b. The columns of R are the images of a and b, namely (0, 1) and (−1, −1). Entry (0, 0) of the invariance condition gives

A₁₁ = A₀₀.

Entry (0, 1) gives

−A₁₀ − A₁₁ = A₀₁.

With A₁₀ = A₀₁ this becomes 2A₀₁ = −A₀₀, so both off-diagonal entries are −A₀₀/2.

If A₀₀ > 0, this is the hexagonal cell: a and b are equally long and enclose 120°. The theorem does not assume positivity, so it also admits zero and negative multiples. Symmetry does matter: the matrix with rows (0, 1) and (−1, 0) satisfies the invariance condition, because det R = 1, yet it is not a multiple of H.

In Lean, `h00` and `h01` are the two entries used above, and the claim is checked entry by entry: `simp` settles the trivial entry (0, 0), and `linarith` derives the others from the linear equations.

```lean
/-- A symmetric planar metric preserved by the threefold rotation `a ↦ b`, `b ↦ -a - b` is a
multiple of the hexagonal metric. -/
theorem threefold_metric (A : Matrix (Fin 2) (Fin 2) ℝ) (hsym : Aᵀ = A)
    (h : !![0, -1; 1, -1]ᵀ * A * !![0, -1; 1, -1] = A) :
    A = A 0 0 • !![1, -1/2; -1/2, 1] := by
  have hs : A 1 0 = A 0 1 := congrFun (congrFun hsym 0) 1
  have h00 := congrFun (congrFun h 0) 0
  have h01 := congrFun (congrFun h 0) 1
  simp [Matrix.mul_apply, Fin.sum_univ_two] at h00 h01
  ext i j
  fin_cases i <;> fin_cases j <;> simp <;> linarith
```

## (h) A shear preserves no metric

**Task.** Let M be the shear that fixes a and sends b to a + b. Show that no matrix A satisfies both

MᵀAM = A and x · Ax > 0 for every x ≠ 0.

**Solution.** The columns of M are (1, 0) and (1, 1). Entry (0, 1) of the invariance condition reads

A₀₀ + A₀₁ = A₀₁,

so A₀₀ = 0. But A₀₀ is the squared length of a, the vector with coordinates (1, 0), and must be positive. This is a contradiction.

The shear shows what goes wrong when Γ is allowed to be infinite. Its k-th power sends b to ka + b, so its powers are all different and the group they generate is infinite. The images of b grow without bound, and the sum defining G0 diverges. Some infinite groups do preserve a metric, as all rotations of the plane preserve the Euclidean one, but finiteness is what guarantees it in (d).

The Lean statement does not require A to be symmetric, so it excludes slightly more than metrics. In the proof, `h01` is the matrix entry above, `hp` says that the squared length of a is positive, and `linarith` finds the contradiction.

```lean
/-- The shear `a ↦ a`, `b ↦ a + b` preserves no positive definite metric. -/
theorem shear_no_metric :
    ¬ ∃ A : Matrix (Fin 2) (Fin 2) ℝ, (∀ x : Fin 2 → ℝ, x ≠ 0 → 0 < x ⬝ᵥ A *ᵥ x) ∧
      !![1, 1; 0, 1]ᵀ * A * !![1, 1; 0, 1] = A := by
  rintro ⟨A, hpos, h⟩
  -- invariance forces the first basis vector to have length zero
  have h01 := congrFun (congrFun h 0) 1
  have hp := hpos ![1, 0] (fun h0 => by simpa using congrFun h0 0)
  simp [Matrix.mul_apply, Fin.sum_univ_two] at h01
  simp [Matrix.mulVec, dotProduct, Fin.sum_univ_two] at hp
  linarith

end LatticeCompatibility
```

```lean
#print axioms LatticeCompatibility.compatible_metric
#print axioms LatticeCompatibility.compatible_lattice
#print axioms LatticeCompatibility.threefold_metric
#print axioms LatticeCompatibility.shear_no_metric
```

```
'LatticeCompatibility.compatible_metric' depends on axioms: [propext, Classical.choice, Quot.sound]
'LatticeCompatibility.compatible_lattice' depends on axioms: [propext, Classical.choice, Quot.sound]
'LatticeCompatibility.threefold_metric' depends on axioms: [propext, Classical.choice, Quot.sound]
'LatticeCompatibility.shear_no_metric' depends on axioms: [propext, Classical.choice, Quot.sound]
```
